# Mesh refinement does not remove the undershoot and overshoot of Fourier interpolation next to a jump at Γ

When Fourier interpolation meets a jump at Γ, a denser mesh can push the errors closer to Γ without making the largest of them small. In a three-dimensional polar crystal, a longitudinal element of the dynamical matrix computed at Γ without the macroscopic field can differ from its limit as $q\to0$. The problems below treat this jump in a one-dimensional scalar model, with data 0 at Γ and 1 at every other mesh point. These data are postulated, not derived from a crystal. Undershoot and overshoot are measured from the value 1.

In Lean 4 with Mathlib:

```lean
import Mathlib

open Filter Topology
open scoped Real
open Complex (I)

namespace GammaNonanalytic

noncomputable section
```

Let $M\ge0$ and $N=2M+1$, and measure lengths in lattice constants. Force constants $C(R)$, complex numbers on the integers $R$, give the interpolant $F_M(q)=\sum_{|R|\le M}C(R)e^{iRq}$.

```lean
/-- Fourier interpolation at wavevector `q` from force constants `C R` with `|R| ≤ M`. -/
def fourierInterp (M : ℕ) (C : ℤ → ℂ) (q : ℝ) : ℂ :=
  ∑ R ∈ Finset.Icc (-(M : ℤ)) M, C R * Complex.exp (R * q * I)
```

The mesh points are $q_j=2\pi j/N$ for $0\le j<N$, with Γ at $j=0$.

```lean
/-- The `j`-th wavevector `2πj/N` of the mesh with `N = 2M+1` points. -/
def meshPoint (M j : ℕ) : ℝ := 2 * π * j / (2 * M + 1)
```

`FitsGammaStep` says that $F_M(q_0)=0$ and $F_M(q_j)=1$ for the other $j$. It assumes no formula for $C$.

```lean
/-- The interpolation reproduces the value 0 at Gamma and 1 at all other mesh points. -/
def FitsGammaStep (M : ℕ) (C : ℤ → ℂ) : Prop :=
  ∀ j : ℕ, j < 2 * M + 1 → fourierInterp M C (meshPoint M j) = if j = 0 then 0 else 1
```

A candidate for the force constants is $g_M(R)=\delta_{R0}-1/N$.

```lean
/-- The force constants `δ_{R0} - 1/N` with `N = 2M+1`. -/
def gammaConstants (M : ℕ) (R : ℤ) : ℂ := (if R = 0 then 1 else 0) - 1 / (2 * M + 1)
```

Finally, let $L_M(q)=\sum_{|R|\le M}e^{iRq}$.

```lean
/-- The sum of the plane waves `exp(iRq)` over `|R| ≤ M`. -/
def latticeSum (M : ℕ) (q : ℝ) : ℂ :=
  ∑ R ∈ Finset.Icc (-(M : ℤ)) M, Complex.exp (R * q * I)
```

## (a) The lattice sum in closed form

Show that $\sin(q/2)\,L_M(q)=\sin(Nq/2)$.

**Solution.** Use induction on $M$. For $M=0$ both sides are $\sin(q/2)$. Going from $n$ to $n+1$ adds $e^{i(n+1)q}+e^{-i(n+1)q}=2\cos((n+1)q)$ to the sum, and
$$2\sin(q/2)\cos((n+1)q)=\sin((n+1)q+q/2)-\sin((n+1)q-q/2).$$
In the code, `hset` splits off the two new vectors, `hcos` adds their waves, and `linear_combination` combines this with the induction hypothesis.

```lean
/-- The lattice sum times `sin(q/2)` equals `sin(Nq/2)`, where `N = 2M+1`. -/
theorem sin_mul_latticeSum (M : ℕ) (q : ℝ) :
    Complex.sin (q / 2) * latticeSum M q = Complex.sin ((2 * M + 1) * (q / 2)) := by
  induction M with
  | zero => simp [latticeSum]
  | succ n ih =>
    -- enlarging the cell adds the two vectors `±(n+1)`
    have hset : Finset.Icc (-((n + 1 : ℕ) : ℤ)) ((n + 1 : ℕ) : ℤ) =
        insert ((n : ℤ) + 1) (insert (-((n : ℤ) + 1)) (Finset.Icc (-(n : ℤ)) n)) := by
      ext R
      simp only [Finset.mem_Icc, Finset.mem_insert]
      omega
    have h1 : (n : ℤ) + 1 ∉ insert (-((n : ℤ) + 1)) (Finset.Icc (-(n : ℤ)) n) := by
      simp only [Finset.mem_Icc, Finset.mem_insert]
      omega
    have h2 : -((n : ℤ) + 1) ∉ Finset.Icc (-(n : ℤ)) n := by
      simp only [Finset.mem_Icc]
      omega
    have hcos : Complex.exp ((((n : ℤ) + 1 : ℤ) : ℂ) * q * I) +
        Complex.exp (((-((n : ℤ) + 1) : ℤ) : ℂ) * q * I) =
        2 * Complex.cos (((n : ℂ) + 1) * q) := by
      rw [Complex.two_cos]
      push_cast
      ring_nf
    have e1 : Complex.sin ((2 * ((n + 1 : ℕ) : ℂ) + 1) * (q / 2)) =
        Complex.sin (((n : ℂ) + 1) * q + q / 2) := by
      congr 1
      push_cast
      ring
    have e2 : Complex.sin ((2 * (n : ℂ) + 1) * (q / 2)) =
        Complex.sin (((n : ℂ) + 1) * q - q / 2) := by
      congr 1
      ring
    unfold latticeSum at ih ⊢
    rw [e2, Complex.sin_sub] at ih
    rw [hset, Finset.sum_insert h1, Finset.sum_insert h2, e1, Complex.sin_add]
    linear_combination ih + Complex.sin (q / 2) * hcos
```

## (b) Orthogonality on the mesh

For an integer $D$ with $|D|\le2M$, show that $\sum_{j=0}^{N-1}e^{iDq_j}=N\delta_{D0}$.

**Solution.** For $D=0$ every term is 1. Otherwise put $z=e^{2\pi iD/N}$, so that the terms are $z^j$. Then $z^N=1$ (`hzN`), but $z\ne1$ (`hz1`), because $0<|D|<N$. From $(z-1)\sum_j z^j=z^N-1=0$ the sum vanishes.

```lean
/-- Plane waves on the mesh are orthogonal: for `|D| ≤ 2M` the sum of `exp(iDq)` over the
mesh is `N = 2M+1` if `D = 0` and vanishes otherwise. -/
theorem mesh_orthogonality (M : ℕ) (D : ℤ) (hD : |D| ≤ 2 * (M : ℤ)) :
    ∑ j ∈ Finset.range (2 * M + 1), Complex.exp (D * meshPoint M j * I) =
      if D = 0 then 2 * (M : ℂ) + 1 else 0 := by
  have hN : 2 * (M : ℂ) + 1 ≠ 0 := by exact_mod_cast (by omega : 2 * M + 1 ≠ 0)
  by_cases h0 : D = 0
  · subst h0
    simp
  rw [if_neg h0]
  let z : ℂ := Complex.exp (D * (2 * π / (2 * M + 1)) * I)
  have hz : ∀ j : ℕ, Complex.exp (D * meshPoint M j * I) = z ^ j := by
    intro j
    rw [← Complex.exp_nat_mul]
    congr 1
    simp only [meshPoint]
    push_cast
    ring
  have hzN : z ^ (2 * M + 1) = 1 := by
    rw [← Complex.exp_nat_mul, Complex.exp_eq_one_iff]
    refine ⟨D, ?_⟩
    push_cast
    field_simp
  have hz1 : z ≠ 1 := by
    intro h
    obtain ⟨n, hn⟩ := Complex.exp_eq_one_iff.1 h
    have hc : (D : ℂ) = n * (2 * M + 1) := by
      apply mul_right_cancel₀ Complex.two_pi_I_ne_zero
      calc (D : ℂ) * (2 * π * I) = (D * (2 * π / (2 * M + 1)) * I) * (2 * M + 1) := by
            field_simp
        _ = n * (2 * M + 1) * (2 * π * I) := by rw [hn]; ring
    have hd : D = n * (2 * M + 1) := by exact_mod_cast hc
    obtain ⟨ha, hb⟩ := abs_le.1 hD
    rcases lt_trichotomy n 0 with h | h | h
    · nlinarith
    · exact h0 (by rw [hd, h, zero_mul])
    · nlinarith
  have g := geom_sum_mul z (2 * M + 1)
  rw [hzN, sub_self] at g
  rw [Finset.sum_congr rfl fun j _ => hz j]
  exact (mul_eq_zero.1 g).resolve_right (sub_ne_zero.2 hz1)
```

## (c) The scale of the mesh spacing

Let $\operatorname{sinc}t=\sin t/t$ and $\operatorname{sinc}0=1$. For real $x$, show that
$$\operatorname{sinc}(\pi x/N)\,\frac{L_M(2\pi x/N)}{N}=\operatorname{sinc}(\pi x).$$

**Solution.** If $x=0$, then $L_M(0)=N$. Otherwise set $q=2\pi x/N$ in (a) and divide by $\pi x=N\cdot(\pi x/N)$.

```lean
/-- At `q = 2πx/N`, with `N = 2M+1`, the lattice sum per mesh point times `sinc(πx/N)`
equals `sinc(πx)`. -/
theorem sinc_mul_latticeSum (M : ℕ) (x : ℝ) :
    (Real.sinc (π * x / (2 * M + 1)) : ℂ) *
      (latticeSum M (2 * π * x / (2 * M + 1)) / (2 * M + 1)) = Real.sinc (π * x) := by
  have hN : 2 * (M : ℂ) + 1 ≠ 0 := by exact_mod_cast (by omega : 2 * M + 1 ≠ 0)
  by_cases hx : x = 0
  · have card : (Finset.Icc (-(M : ℤ)) M).card = 2 * M + 1 := by
      rw [Int.card_Icc]
      omega
    have hL : latticeSum M 0 = 2 * M + 1 := by
      simp only [latticeSum, Complex.ofReal_zero, mul_zero, zero_mul, Complex.exp_zero,
        Finset.sum_const, card, nsmul_eq_mul, mul_one]
      push_cast
      rfl
    rw [hx, mul_zero, mul_zero, zero_div, hL, div_self hN, mul_one]
  have h2 : π * x ≠ 0 := mul_ne_zero Real.pi_ne_zero hx
  have h1 : π * x / (2 * M + 1) ≠ 0 := div_ne_zero h2 (by positivity)
  have h1c := Complex.ofReal_ne_zero.2 h1
  have s : ∀ y : ℝ, y ≠ 0 → (Real.sinc y : ℂ) = (Real.sin y : ℂ) / y := fun y hy => by
    rw [Real.sinc_of_ne_zero hy, Complex.ofReal_div]
  have k := sin_mul_latticeSum M (2 * π * x / (2 * M + 1))
  have a1 : ((2 * π * x / (2 * M + 1) : ℝ) : ℂ) / 2 = ((π * x / (2 * M + 1) : ℝ) : ℂ) := by
    push_cast
    ring
  have a2 : (2 * (M : ℂ) + 1) * ((π * x / (2 * M + 1) : ℝ) : ℂ) = ((π * x : ℝ) : ℂ) := by
    push_cast
    field_simp
  rw [a1, a2, ← Complex.ofReal_sin, ← Complex.ofReal_sin] at k
  rw [s _ h1, s _ h2, ← k, ← a2]
  field_simp
```

## (d) The interpolant of the candidate

If $C(R)=g_M(R)$ for $|R|\le M$, show that $F_M(q)=1-L_M(q)/N$.

**Solution.** The delta term contributes $e^{0}=1$, and the constant $-1/N$ multiplies $L_M(q)$.

```lean
/-- With the force constants `δ_{R0} - 1/N`, the interpolation is one minus the lattice sum
per mesh point. -/
theorem interp_eq {M : ℕ} {C : ℤ → ℂ}
    (h : ∀ R ∈ Finset.Icc (-(M : ℤ)) M, C R = gammaConstants M R) (q : ℝ) :
    fourierInterp M C q = 1 - latticeSum M q / (2 * M + 1) := by
  have h0 : ∑ R ∈ Finset.Icc (-(M : ℤ)) M,
      (if R = 0 then (1 : ℂ) else 0) * Complex.exp (R * q * I) = 1 := by
    rw [Finset.sum_eq_single_of_mem 0 (by simp)]
    · simp
    · intro R _ hR
      simp [hR]
  unfold fourierInterp
  rw [Finset.sum_congr rfl fun R hR => by rw [h R hR]]
  simp only [gammaConstants, latticeSum, sub_mul, Finset.sum_sub_distrib, ← Finset.mul_sum]
  rw [h0]
  ring
```

## (e) Which force constants fit

Show that the data are fitted if and only if $C(R)=g_M(R)$ for all $|R|\le M$.

**Solution.** Given a fit, take $|S|\le M$, multiply $F_M(q_j)$ by $e^{-iSq_j}$ and sum over $j$. By (b) the result is $N\,C(S)$ (`ha`). The data $1-\delta_{j0}$ give $N\delta_{S0}-1$ (`hb`). Divide by $N$.

Conversely, use (d). At Γ, $L_M=N$ gives 0. At the other points $\sin(Nq_j/2)=\sin(j\pi)=0$ while $\sin(q_j/2)>0$, so (a) gives $L_M=0$ and the value is 1.

```lean
/-- The mesh data are reproduced exactly when the force constants with `|R| ≤ M` are
`δ_{R0} - 1/N`. -/
theorem fits_iff (M : ℕ) (C : ℤ → ℂ) :
    FitsGammaStep M C ↔ ∀ R ∈ Finset.Icc (-(M : ℤ)) M, C R = gammaConstants M R := by
  have hN : 2 * (M : ℂ) + 1 ≠ 0 := by exact_mod_cast (by omega : 2 * M + 1 ≠ 0)
  constructor
  · intro h S hS
    have hS' := Finset.mem_Icc.1 hS
    -- project the interpolation onto the plane wave `S`
    have ha : ∑ j ∈ Finset.range (2 * M + 1), fourierInterp M C (meshPoint M j) *
        Complex.exp (((-S : ℤ) : ℂ) * meshPoint M j * I) = C S * (2 * M + 1) := by
      simp only [fourierInterp, Finset.sum_mul]
      rw [Finset.sum_comm]
      have hR : ∀ R ∈ Finset.Icc (-(M : ℤ)) M, ∑ j ∈ Finset.range (2 * M + 1),
          C R * Complex.exp (R * meshPoint M j * I) *
            Complex.exp (((-S : ℤ) : ℂ) * meshPoint M j * I) =
          C R * (if R - S = 0 then 2 * (M : ℂ) + 1 else 0) := by
        intro R hR
        have hR' := Finset.mem_Icc.1 hR
        rw [← mesh_orthogonality M (R - S) (abs_le.2 ⟨by omega, by omega⟩), Finset.mul_sum]
        refine Finset.sum_congr rfl fun j _ => ?_
        rw [mul_assoc, ← Complex.exp_add]
        congr 2
        push_cast
        ring
      rw [Finset.sum_congr rfl hR, Finset.sum_eq_single_of_mem S hS]
      · rw [if_pos (sub_self S)]
      · intro R _ hne
        rw [if_neg (sub_ne_zero.2 hne), mul_zero]
    -- project the data
    have hb : ∀ j ∈ Finset.range (2 * M + 1), fourierInterp M C (meshPoint M j) *
        Complex.exp (((-S : ℤ) : ℂ) * meshPoint M j * I) =
        Complex.exp (((-S : ℤ) : ℂ) * meshPoint M j * I) - if j = 0 then 1 else 0 := by
      intro j hj
      rw [h j (Finset.mem_range.1 hj)]
      by_cases h0 : j = 0
      · subst h0
        simp [meshPoint]
      · simp [h0]
    have h1 : ∑ j ∈ Finset.range (2 * M + 1), (if j = 0 then (1 : ℂ) else 0) = 1 := by simp
    rw [Finset.sum_congr rfl hb, Finset.sum_sub_distrib, h1,
      mesh_orthogonality M (-S) (abs_le.2 ⟨by omega, by omega⟩)] at ha
    simp only [neg_eq_zero] at ha
    apply mul_right_cancel₀ hN
    rw [← ha, gammaConstants, sub_mul, one_div, inv_mul_cancel₀ hN]
    split_ifs <;> ring
  · intro h j hj
    rw [interp_eq h]
    by_cases h0 : j = 0
    · have k := sinc_mul_latticeSum M 0
      simp only [mul_zero, zero_div, Real.sinc_zero, Complex.ofReal_one, one_mul] at k
      have hm : meshPoint M j = 0 := by simp [meshPoint, h0]
      rw [hm, k, if_pos h0, sub_self]
    · have hjr : (j : ℝ) < 2 * M + 1 := by exact_mod_cast hj
      have hjp : (0 : ℝ) < j := by exact_mod_cast Nat.pos_of_ne_zero h0
      have hm : meshPoint M j / 2 = π * j / (2 * M + 1) := by
        unfold meshPoint
        ring
      have hp : 0 < Real.sin (meshPoint M j / 2) := by
        rw [hm]
        apply Real.sin_pos_of_pos_of_lt_pi (by positivity)
        rw [div_lt_iff₀ (by positivity)]
        gcongr
      have hs : Complex.sin ((meshPoint M j : ℂ) / 2) ≠ 0 := by exact_mod_cast hp.ne'
      have k := sin_mul_latticeSum M (meshPoint M j)
      have r : (2 * (M : ℂ) + 1) * ((meshPoint M j : ℂ) / 2) = j * π := by
        simp only [meshPoint]
        push_cast
        field_simp
      rw [r, Complex.sin_nat_mul_pi] at k
      rw [(mul_eq_zero.1 k).resolve_left hs, if_neg h0, zero_div, sub_zero]
```

## (f) Two values of sinc

Show that $\operatorname{sinc}(\pi/2)=2/\pi$ and $\operatorname{sinc}(3\pi/2)=-2/(3\pi)$.

**Solution.** The sines are $1$ and $-1$; divide by the arguments.

```lean
/-- The values of `sinc` at `π/2` and `3π/2` are `2/π` and `-2/(3π)`. -/
theorem sinc_values : Real.sinc (π * (1 / 2)) = 2 / π ∧
    Real.sinc (π * (3 / 2)) = -(2 / (3 * π)) := by
  have h1 : Real.sin (π * (1 / 2)) = 1 := by
    rw [show π * (1 / 2) = π / 2 by ring, Real.sin_pi_div_two]
  have h3 : Real.sin (π * (3 / 2)) = -1 := by
    rw [show π * (3 / 2) = π / 2 + π by ring, Real.sin_add_pi, Real.sin_pi_div_two]
  constructor
  · rw [Real.sinc_of_ne_zero (by positivity), h1]
    field_simp
  · rw [Real.sinc_of_ne_zero (by positivity), h3]
    field_simp
```

## (g) The limiting profile

Suppose the data are fitted for every $M$, with force constants that may depend on $M$. For fixed real $x$, show that $F_M(2\pi x/N)\to1-\operatorname{sinc}(\pi x)$ as $M\to\infty$.

**Solution.** Since $\operatorname{sinc}(\pi x/N)\to1$ by continuity, it is nonzero for large $M$. Then (c), (d) and (e) give
$$F_M(2\pi x/N)=1-\frac{\operatorname{sinc}(\pi x)}{\operatorname{sinc}(\pi x/N)},$$
which has the stated limit. `filter_upwards` restricts the argument to those $M$.

```lean
/-- If the mesh data are reproduced for every `M`, the interpolation at `2πx/N` tends to
`1 - sinc(πx)` as the mesh is refined, for every real `x`. -/
theorem tendsto_interp (C : ℕ → ℤ → ℂ) (h : ∀ M, FitsGammaStep M (C M)) (x : ℝ) :
    Tendsto (fun M : ℕ => fourierInterp M (C M) (2 * π * x / (2 * M + 1))) atTop
      (𝓝 (1 - (Real.sinc (π * x) : ℂ))) := by
  have hlim : Tendsto (fun M : ℕ => π * x / (2 * (M : ℝ) + 1)) atTop (𝓝 0) :=
    Tendsto.div_atTop tendsto_const_nhds (tendsto_atTop_add_const_right _ _
      (Tendsto.const_mul_atTop two_pos tendsto_natCast_atTop_atTop))
  have hs : Tendsto (fun M : ℕ => Real.sinc (π * x / (2 * (M : ℝ) + 1))) atTop (𝓝 1) := by
    have k := (Real.continuous_sinc.tendsto 0).comp hlim
    rw [Real.sinc_zero] at k
    exact k
  have hq : Tendsto (fun M : ℕ => 1 - (Real.sinc (π * x) : ℂ) /
      (Real.sinc (π * x / (2 * (M : ℝ) + 1)) : ℂ)) atTop
      (𝓝 (1 - (Real.sinc (π * x) : ℂ) / ((1 : ℝ) : ℂ))) :=
    tendsto_const_nhds.sub (tendsto_const_nhds.div
      ((Complex.continuous_ofReal.tendsto 1).comp hs) (by simp))
  rw [Complex.ofReal_one, div_one] at hq
  refine hq.congr' ?_
  filter_upwards [hs.eventually_ne one_ne_zero] with M hM
  rw [interp_eq ((fits_iff M (C M)).1 (h M)), ← sinc_mul_latticeSum M x,
    mul_div_cancel_left₀ _ (Complex.ofReal_ne_zero.2 hM)]
```

## (h) Limits at the first two half-steps

Under the same assumption, show that $F_M(\pi/N)\to1-2/\pi$ and $F_M(3\pi/N)\to1+2/(3\pi)$.

**Solution.** Take $x=1/2$ and $x=3/2$ in (g) and insert (f). Both wavevectors move towards Γ as the mesh is refined. At a fixed $q$ with $0<q<2\pi$ the error does tend to 0 as $M\to\infty$: (a), (d) and (e) give $|F_M(q)-1|\le1/(N\sin(q/2))$, a bound not formalized here.

```lean
/-- If the mesh data are reproduced for every `M`, the interpolated values at `π/N` and
`3π/N` tend to `1 - 2/π` and `1 + 2/(3π)`. -/
theorem tendsto_undershoot_overshoot (C : ℕ → ℤ → ℂ) (h : ∀ M, FitsGammaStep M (C M)) :
    Tendsto (fun M : ℕ => fourierInterp M (C M) (π / (2 * M + 1))) atTop
      (𝓝 (1 - 2 / (π : ℂ))) ∧
    Tendsto (fun M : ℕ => fourierInterp M (C M) (3 * π / (2 * M + 1))) atTop
      (𝓝 (1 + 2 / (3 * (π : ℂ)))) := by
  have a := tendsto_interp C h (1 / 2)
  have b := tendsto_interp C h (3 / 2)
  rw [sinc_values.1, show 2 * π * (1 / 2) = π by ring] at a
  rw [sinc_values.2, show 2 * π * (3 / 2) = 3 * π by ring] at b
  push_cast at a b
  rw [sub_neg_eq_add] at b
  exact ⟨a, b⟩
```

## (i) Bounds on each mesh

For $M\ge1$ and fitted data, show that
$$\operatorname{Re}F_M(\pi/N)\le1-\frac2\pi,\qquad \operatorname{Re}F_M(3\pi/N)\ge1+\frac2{3\pi}.$$

**Solution.** For $0<x<N$, the number $s=\operatorname{sinc}(\pi x/N)$ lies in $(0,1]$, and $s\,(1-\operatorname{Re}F_M(2\pi x/N))=\operatorname{sinc}(\pi x)$ (`key`). Dividing by $s$ cannot shrink a positive number (`grow`), so the deviations from 1 at $x=1/2$ and $x=3/2$ are at least $2/\pi$ downwards and $2/(3\pi)$ upwards.

The overshoot bound fails for $M=0$: the fit forces $C(0)=0$, so $F_0=0$ everywhere. Fitting only the points other than Γ is not enough for either bound, since $C(R)=\delta_{R0}$ does that and gives $F_M=1$ everywhere.

```lean
/-- On every mesh with `M ≥ 1` whose data are reproduced, the real part of the interpolation
is at most `1 - 2/π` at `π/N` and at least `1 + 2/(3π)` at `3π/N`. -/
theorem undershoot_overshoot_every_mesh {M : ℕ} (hM : 1 ≤ M) {C : ℤ → ℂ}
    (h : FitsGammaStep M C) :
    (fourierInterp M C (π / (2 * M + 1))).re ≤ 1 - 2 / π ∧
    1 + 2 / (3 * π) ≤ (fourierInterp M C (3 * π / (2 * M + 1))).re := by
  have hMr : (1 : ℝ) ≤ M := by exact_mod_cast hM
  -- the deviation from 1 is `sinc(πx)` divided by a number in `(0, 1]`
  have key : ∀ x : ℝ, 0 < x → x < 2 * M + 1 → ∃ s : ℝ, 0 < s ∧ s ≤ 1 ∧
      s * (1 - (fourierInterp M C (2 * π * x / (2 * M + 1))).re) = Real.sinc (π * x) := by
    intro x hx hxN
    have hy : 0 < π * x / (2 * M + 1) := by positivity
    have hyp : π * x / (2 * M + 1) < π := by
      rw [div_lt_iff₀ (by positivity)]
      gcongr
    refine ⟨Real.sinc (π * x / (2 * M + 1)), ?_, ?_, ?_⟩
    · rw [Real.sinc_of_ne_zero hy.ne']
      exact div_pos (Real.sin_pos_of_pos_of_lt_pi hy hyp) hy
    · rw [Real.sinc_of_ne_zero hy.ne', div_le_one hy]
      exact Real.sin_le hy.le
    · have k := congrArg Complex.re (sinc_mul_latticeSum M x)
      rw [Complex.re_ofReal_mul, Complex.ofReal_re] at k
      rw [interp_eq ((fits_iff M C).1 h), Complex.sub_re, Complex.one_re, sub_sub_cancel]
      exact k
  have grow : ∀ s t p : ℝ, 0 < s → s ≤ 1 → 0 < p → s * t = p → p ≤ t := by
    intro s t p hs hs1 hp he
    by_contra hlt
    nlinarith [mul_pos hs (sub_pos.2 (not_le.1 hlt)), mul_nonneg (sub_nonneg.2 hs1) hp.le]
  obtain ⟨s, hs, hs1, he⟩ := key (1 / 2) (by norm_num) (by linarith)
  obtain ⟨t, ht, ht1, hf⟩ := key (3 / 2) (by norm_num) (by linarith)
  rw [sinc_values.1, show 2 * π * (1 / 2) = π by ring] at he
  rw [sinc_values.2, show 2 * π * (3 / 2) = 3 * π by ring] at hf
  constructor
  · linarith [grow s _ _ hs hs1 (by positivity) he]
  · have k := grow t ((fourierInterp M C (3 * π / (2 * M + 1))).re - 1) (2 / (3 * π))
      ht ht1 (by positivity) (by linarith)
    linarith

end

end GammaNonanalytic
```

```lean
#print axioms GammaNonanalytic.tendsto_undershoot_overshoot
#print axioms GammaNonanalytic.undershoot_overshoot_every_mesh
```

```
'GammaNonanalytic.tendsto_undershoot_overshoot' depends on axioms: [propext, Classical.choice, Quot.sound]
'GammaNonanalytic.undershoot_overshoot_every_mesh' depends on axioms: [propext, Classical.choice, Quot.sound]
```
